# Zeros at 2K+1 Distinct Points of One Period Force a Trigonometric Polynomial with Frequencies in [−K, K] to Vanish, and Zeros at 2K Points Never Do

How many samples fix a band-limited function in a periodic cell depends on what counts as two different sample points. Here the position \(r\) in a cell of length \(a\) is replaced by the angle \(t = 2\pi r/a\), and the sample points are distinct real numbers in \([0, 2\pi)\), so that no point is counted again as its own periodic image. Their spacing is arbitrary.

Let \(K \ge 0\) be an integer and let

\[
f(t) = \sum_{m=-K}^{K} c_m e^{imt}, \qquad c_m \in \mathbb{C}.
\]

Let \(S\) be a finite set of points in \([0, 2\pi)\). Zeros on \(S\) force every such \(f\) to vanish identically if and only if \(S\) has at least \(2K+1\) points. If \(S\) has exactly \(2K\) points, the functions \(f\) that vanish on \(S\) are the constant multiples of

\[
\sigma_S(t) = \prod_{s \in S} \sin\frac{t-s}{2}.
\]

Applied to the difference of two functions with the same samples, the first statement says when the samples determine the function. For a plane-wave expansion in one dimension with frequencies up to \(K\), it gives the smallest grid on which no nonzero function is invisible.

## Counting roots in the phase factor

Write \(z = e^{it}\). If \(e^{ix} = e^{iy}\), then \(x - y = 2\pi n\) for an integer \(n\). For \(x, y \in [0, 2\pi)\) we have \(|x-y| < 2\pi\), so \(n = 0\) and \(x = y\). Distinct points therefore have distinct phase factors.

Multiplying \(f\) by \(z^K\) and setting \(k = m + K\) gives

\[
z^K f(t) = \sum_{k=0}^{2K} c_{k-K}\, z^k .
\]

The right side is an ordinary polynomial in \(z\) of degree at most \(2K\). If \(f\) vanishes at \(2K+1\) distinct points, this polynomial has \(2K+1\) distinct roots, so all its coefficients are zero.

## A nonzero function through any 2K zeros

Taking out the mean phase gives

\[
e^{it} - e^{is} = e^{i(t+s)/2}\left(e^{i(t-s)/2} - e^{-i(t-s)/2}\right) = 2i\, e^{it/2} e^{is/2} \sin\frac{t-s}{2}.
\]

Let \(S\) have \(2K\) points. The \(2K\) factors \(e^{it/2}\) multiply to \(e^{iKt} = z^K\), so

\[
P(z) := \prod_{s\in S}(z - e^{is}) = z^K B\, \sigma_S(t), \qquad B = \prod_{s \in S} 2i\,e^{is/2} \neq 0 .
\]

If \(P(z) = \sum_{k=0}^{2K} p_k z^k\), then \(\sigma_S\) is a trigonometric polynomial with coefficients \(c_m = p_{m+K}/B\).

A zero of \(\sigma_S\) at \(t \in [0, 2\pi)\) makes some sine vanish. Then \(e^{it} = e^{is}\), hence \(t = s\). So \(\sigma_S\) vanishes in the interval exactly on \(S\), and it is not identically zero. A set with fewer than \(2K\) points is first enlarged to \(2K\) points. For \(K = 0\) the product is empty and \(\sigma_S = 1\).

Finally, let \(f\) vanish on a set \(S\) of \(2K\) points. Choose \(u \in [0,2\pi)\) outside \(S\) and set \(A = f(u)/\sigma_S(u)\). Then \(f - A\sigma_S\) vanishes on \(S\) and at \(u\), which makes \(2K+1\) points, so \(f = A\sigma_S\).

## Two zeros at 0 and π/2 for K = 1

Take \(S = \{0, \pi/2\}\). Then

\[
\sigma_S(t) = \sin\frac{t}{2}\,\sin\left(\frac{t}{2} - \frac{\pi}{4}\right) = \frac{1 - \cos t - \sin t}{2\sqrt{2}} .
\]

Two zero samples at these points leave the amplitude free. A third sample fixes it: since \(\sigma_S(\pi) = 1/\sqrt2\), the condition \(f(\pi) = 1\) gives \(A = \sqrt2\) and \(f(t) = (1 - \cos t - \sin t)/2\).

## Functions, phases and sample sets in Lean

```lean
import Mathlib

open Polynomial
open scoped Real

namespace ArbitraryNodeSampling

noncomputable section
```

The function \(f\) is `trigPoly K c`, with the sign convention \(e^{+imt}\). The coefficients form a function `c : ℤ → ℂ` on all integers, but only its values from \(-K\) to \(K\) enter the sum.

```lean
/-- The trigonometric polynomial with coefficients `c m` at the integer frequencies
`-K ≤ m ≤ K`. -/
def trigPoly (K : ℕ) (c : ℤ → ℂ) (t : ℝ) : ℂ :=
  ∑ m ∈ Finset.Icc (-(K : ℤ)) K, c m * Complex.exp (m * t * Complex.I)
```

The phase factor \(z\) is `phase t`.

```lean
/-- The phase factor `exp (i t)`. -/
def phase (t : ℝ) : ℂ := Complex.exp (t * Complex.I)
```

The function \(\sigma_S\) is `sineProduct S`. It is real-valued, and Lean converts it to a complex number where it meets `trigPoly`.

```lean
/-- The product of the half-angle sines `sin ((t - s) / 2)` over the points `s` of `S`. -/
def sineProduct (S : Finset ℝ) (t : ℝ) : ℝ := ∏ s ∈ S, Real.sin ((t - s) / 2)
```

The sample set is `S : Finset ℝ`, whose elements are automatically distinct, and `hS` places them in \([0, 2\pi)\). Some condition that keeps the points distinct modulo \(2\pi\) is needed: \(0, \pi, 2\pi\) are three real numbers, yet \(\sin t\), a nonzero function with \(K = 1\), vanishes at all of them.

The model assumes a strict band limit and exact samples. A physical function usually has some weight above any chosen \(K\), and the theorems say nothing about the effect of that weight on the samples. They also say nothing about errors in the sample values: \(2K+1\) distinct points always determine the coefficients, but when two of the points lie very close together, small errors in the samples can cause large errors in the coefficients.

## From distinct points to vanishing coefficients

The first lemma is the injectivity of the phase. Equality of exponentials supplies the integer \(n\), the interval bounds give \(-1 < n < 1\), and `omega` concludes \(n = 0\).

```lean
/-- Distinct points of `[0, 2π)` have distinct phase factors. -/
theorem phase_injOn : Set.InjOn phase (Set.Ico 0 (2 * π)) := by
  intro x hx y hy hxy
  unfold phase at hxy
  obtain ⟨n, hn⟩ := Complex.exp_eq_exp_iff_exists_int.1 hxy
  have hc : (x : ℂ) = y + n * (2 * π) := by
    apply mul_right_cancel₀ Complex.I_ne_zero
    linear_combination hn
  have hr : x = y + n * (2 * π) := by exact_mod_cast hc
  have hpi := Real.pi_pos
  -- the two points differ by less than a full period
  have h1 : (n : ℝ) < 1 := by nlinarith [hx.2, hy.1]
  have h2 : (-1 : ℝ) < n := by nlinarith [hx.1, hy.2]
  have h3 : n < 1 := by exact_mod_cast h1
  have h4 : -1 < n := by exact_mod_cast h2
  have h5 : n = 0 := by omega
  simpa [h5] using hr
```

Next comes the multiplication by \(z^K\). `Finset.sum_nbij'` matches the frequency \(m\) with the exponent \(k = m + K\). Its first four goals check that the two index maps are mutually inverse between the ranges, and the last compares the terms.

```lean
/-- Multiplied by `exp (i K t)`, a trigonometric polynomial with frequencies in `[-K, K]`
becomes an ordinary polynomial of degree at most `2K` in the phase factor. -/
theorem phase_pow_mul_trigPoly (K : ℕ) (c : ℤ → ℂ) (t : ℝ) :
    phase t ^ K * trigPoly K c t =
      ∑ k ∈ Finset.range (2 * K + 1), c ((k : ℤ) - K) * phase t ^ k := by
  rw [trigPoly, Finset.mul_sum]
  -- shift the frequency `m` to the exponent `k = m + K`
  refine Finset.sum_nbij' (fun m : ℤ => (m + K).toNat) (fun k : ℕ => (k : ℤ) - K)
    ?_ ?_ ?_ ?_ ?_
  · intro m hm
    simp only [Finset.mem_Icc, Finset.mem_range] at *
    omega
  · intro k hk
    simp only [Finset.mem_Icc, Finset.mem_range] at *
    omega
  · intro m hm
    rw [Finset.mem_Icc] at hm
    show (((m + K).toNat : ℕ) : ℤ) - K = m
    omega
  · intro k hk
    show ((k : ℤ) - K + K).toNat = k
    omega
  · intro m hm
    rw [Finset.mem_Icc] at hm
    obtain ⟨k, hk⟩ : ∃ k : ℕ, m + K = k := ⟨(m + K).toNat, by omega⟩
    obtain rfl : m = (k : ℤ) - K := by omega
    have hk' : ((k : ℤ) - K + K).toNat = k := by omega
    have h : phase t ^ K * Complex.exp ((((k : ℤ) - K : ℤ) : ℂ) * t * Complex.I)
        = phase t ^ k := by
      unfold phase
      rw [← Complex.exp_nat_mul, ← Complex.exp_nat_mul, ← Complex.exp_add]
      congr 1
      push_cast
      ring
    simp only [hk']
    linear_combination c ((k : ℤ) - K) * h
```

The root count builds the polynomial `P` with coefficients \(c_{k-K}\). The image of `S` under `phase` has as many elements as `S`, by injectivity, so `P` has more roots than its degree allows. Reading off the coefficient at \(m + K\) gives \(c_m = 0\) for each frequency in the sum.

```lean
/-- If a trigonometric polynomial with frequencies in `[-K, K]` vanishes at `2K + 1` or more
distinct points of `[0, 2π)`, all its coefficients are zero. -/
theorem coeff_eq_zero_of_vanishing (K : ℕ) (c : ℤ → ℂ) (S : Finset ℝ)
    (hS : (S : Set ℝ) ⊆ Set.Ico 0 (2 * π)) (hcard : 2 * K + 1 ≤ S.card)
    (hzero : ∀ s ∈ S, trigPoly K c s = 0) :
    ∀ m ∈ Finset.Icc (-(K : ℤ)) K, c m = 0 := by
  let P : ℂ[X] := ∑ k ∈ Finset.range (2 * K + 1), monomial k (c ((k : ℤ) - K))
  have hdeg : P.natDegree ≤ 2 * K :=
    natDegree_sum_le_of_forall_le _ _ (fun k hk => (natDegree_monomial_le _).trans
      (by have := Finset.mem_range.1 hk; omega))
  -- more roots than the degree allows
  have hP : P = 0 := by
    apply eq_zero_of_natDegree_lt_card_of_eval_eq_zero' P (S.image phase)
    · intro z hz
      obtain ⟨s, hs, rfl⟩ := Finset.mem_image.1 hz
      have h := phase_pow_mul_trigPoly K c s
      rw [hzero s hs, mul_zero] at h
      simp only [P, Polynomial.eval_finsetSum, eval_monomial]
      exact h.symm
    · rw [Finset.card_image_of_injOn (phase_injOn.mono hS)]
      omega
  intro m hm
  rw [Finset.mem_Icc] at hm
  have h := congrArg (fun p : ℂ[X] => p.coeff (m + K).toNat) hP
  simp only [P, Polynomial.finsetSum_coeff, coeff_monomial, coeff_zero, Finset.sum_ite_eq'] at h
  rwa [if_pos (Finset.mem_range.2 (by omega)),
    show (((m + K).toNat : ℕ) : ℤ) - K = m by omega] at h
```

## The sine product as a trigonometric polynomial

The half-angle identity is proved by writing both phases and the sine as exponentials. The formula for the sine is substituted into the goal, and `linear_combination` then combines the two phase equations, using \(i^2 = -1\).

```lean
/-- The difference of the phase factors at `t` and `s` is `2i` times `exp (i t / 2)`,
`exp (i s / 2)` and `sin ((t - s) / 2)`. -/
theorem phase_sub (t s : ℝ) :
    phase t - phase s = Complex.exp (t / 2 * Complex.I) *
      (2 * Complex.I * Complex.exp (s / 2 * Complex.I)) * (Real.sin ((t - s) / 2) : ℂ) := by
  have h1 : phase t = Complex.exp (t / 2 * Complex.I) * Complex.exp (s / 2 * Complex.I) *
      Complex.exp (((t : ℂ) - s) / 2 * Complex.I) := by
    rw [phase, ← Complex.exp_add, ← Complex.exp_add]
    congr 1
    ring
  have h2 : phase s = Complex.exp (t / 2 * Complex.I) * Complex.exp (s / 2 * Complex.I) *
      Complex.exp (-(((t : ℂ) - s) / 2) * Complex.I) := by
    rw [phase, ← Complex.exp_add, ← Complex.exp_add]
    congr 1
    ring
  have h3 : (Real.sin ((t - s) / 2) : ℂ) =
      (Complex.exp (-(((t : ℂ) - s) / 2) * Complex.I) -
        Complex.exp (((t : ℂ) - s) / 2 * Complex.I)) * Complex.I / 2 := by
    rw [Complex.ofReal_sin, Complex.sin]
    push_cast
    rfl
  rw [h3]
  linear_combination h1 - h2 - Complex.exp (t / 2 * Complex.I) *
    Complex.exp (s / 2 * Complex.I) * (Complex.exp (-(((t : ℂ) - s) / 2) * Complex.I) -
      Complex.exp (((t : ℂ) - s) / 2 * Complex.I)) * Complex.I_sq
```

In the next proof `P` and `B` are the quantities of the derivation above, and `hprod` is the identity \(P(z) = z^K B\,\sigma_S(t)\). The coefficients are given explicitly as \(p_{m+K}/B\), and the equality is checked after multiplication by the nonzero factor \(z^K\).

```lean
/-- For `2K` distinct points, the product of half-angle sines is a trigonometric polynomial
with frequencies in `[-K, K]`. -/
theorem sineProduct_eq_trigPoly (K : ℕ) (S : Finset ℝ) (hcard : S.card = 2 * K) :
    ∃ c : ℤ → ℂ, ∀ t, trigPoly K c t = sineProduct S t := by
  let P : ℂ[X] := ∏ s ∈ S, (X - C (phase s))
  let B : ℂ := ∏ s ∈ S, (2 * Complex.I * Complex.exp ((s : ℂ) / 2 * Complex.I))
  have hB : B ≠ 0 := Finset.prod_ne_zero_iff.2 (fun s _ =>
    mul_ne_zero (mul_ne_zero two_ne_zero Complex.I_ne_zero) (Complex.exp_ne_zero _))
  have hdeg : P.natDegree ≤ 2 * K :=
    (natDegree_prod_le S _).trans (by simp [hcard])
  refine ⟨fun m => B⁻¹ * P.coeff (m + K).toNat, fun t => ?_⟩
  have hhalf : Complex.exp ((t : ℂ) / 2 * Complex.I) ^ 2 = phase t := by
    rw [phase, ← Complex.exp_nat_mul]
    congr 1
    push_cast
    ring
  -- the `2K` half-angle exponentials combine to `exp (i K t)`
  have hprod : P.eval (phase t) = phase t ^ K * B * sineProduct S t := by
    simp only [P, eval_prod, eval_sub, eval_X, eval_C]
    rw [Finset.prod_congr rfl (fun s _ => phase_sub t s), Finset.prod_mul_distrib,
      Finset.prod_mul_distrib, Finset.prod_const, hcard, pow_mul, hhalf, sineProduct,
      Complex.ofReal_prod]
  have hne : phase t ^ K ≠ 0 := pow_ne_zero _ (Complex.exp_ne_zero _)
  apply mul_left_cancel₀ hne
  rw [phase_pow_mul_trigPoly]
  have hsum : ∑ k ∈ Finset.range (2 * K + 1),
      B⁻¹ * P.coeff ((k : ℤ) - K + K).toNat * phase t ^ k = B⁻¹ * P.eval (phase t) := by
    rw [eval_eq_sum_range' (Nat.lt_succ_of_le hdeg), Finset.mul_sum]
    refine Finset.sum_congr rfl (fun k _ => ?_)
    rw [show ((k : ℤ) - K + K).toNat = k by omega, mul_assoc]
  rw [hsum, hprod]
  linear_combination (phase t ^ K * sineProduct S t) * inv_mul_cancel₀ hB
```

The zeros of the product follow from the half-angle identity together with injectivity. This lemma holds for any number of points.

```lean
/-- For points in `[0, 2π)`, the zeros of the sine product in that interval are exactly
the chosen points. -/
theorem sineProduct_eq_zero_iff (S : Finset ℝ) (hS : (S : Set ℝ) ⊆ Set.Ico 0 (2 * π))
    {t : ℝ} (ht : t ∈ Set.Ico 0 (2 * π)) : sineProduct S t = 0 ↔ t ∈ S := by
  rw [sineProduct, Finset.prod_eq_zero_iff]
  constructor
  · rintro ⟨s, hs, h⟩
    have hp := phase_sub t s
    rw [h, Complex.ofReal_zero, mul_zero] at hp
    rw [phase_injOn ht (hS hs) (sub_eq_zero.1 hp)]
    exact hs
  · intro h
    exact ⟨t, h, by simp⟩
```

For a set of at most \(2K\) points, the proof adds a disjoint set `T` to reach exactly \(2K\). It then picks a point of the interval outside the union, where the sine product is nonzero.

```lean
/-- For at most `2K` points in `[0, 2π)`, some trigonometric polynomial with frequencies in
`[-K, K]` vanishes at all of them without being identically zero. -/
theorem exists_nonzero_vanishing (K : ℕ) (S : Finset ℝ)
    (hS : (S : Set ℝ) ⊆ Set.Ico 0 (2 * π)) (hcard : S.card ≤ 2 * K) :
    ∃ c : ℤ → ℂ, (∀ s ∈ S, trigPoly K c s = 0) ∧ ∃ t, trigPoly K c t ≠ 0 := by
  have hinf : (Set.Ico 0 (2 * π)).Infinite := Set.Ico_infinite Real.two_pi_pos
  -- enlarge the set to exactly `2K` points
  obtain ⟨T, hT, hTc⟩ := (hinf.sdiff S.finite_toSet).exists_subset_card_eq (2 * K - S.card)
  have hdis : Disjoint S T :=
    Finset.disjoint_left.2 (fun s hs hsT => (hT hsT).2 hs)
  have hU : ((S ∪ T : Finset ℝ) : Set ℝ) ⊆ Set.Ico 0 (2 * π) := by
    intro s hs
    rcases Finset.mem_union.1 hs with h | h
    · exact hS h
    · exact (hT h).1
  have hUc : (S ∪ T).card = 2 * K := by
    rw [Finset.card_union_of_disjoint hdis]
    omega
  obtain ⟨c, hc⟩ := sineProduct_eq_trigPoly K (S ∪ T) hUc
  obtain ⟨t, ht, htU⟩ := hinf.exists_notMem_finset (S ∪ T)
  refine ⟨c, fun s hs => ?_, t, ?_⟩
  · rw [hc, (sineProduct_eq_zero_iff _ hU (hS hs)).2 (Finset.mem_union_left _ hs),
      Complex.ofReal_zero]
  · rw [hc]
    exact Complex.ofReal_ne_zero.2 (fun h => htU ((sineProduct_eq_zero_iff _ hU ht).1 h))
```

## The threshold and the functions just below it

The equivalence quantifies over all coefficient functions `c` on its left side. From left to right, fewer than \(2K+1\) points would contradict the preceding existence result. From right to left, the vanishing coefficients make every term of the sum zero.

```lean
/-- Zeros on a finite set of points in `[0, 2π)` force every trigonometric polynomial with
frequencies in `[-K, K]` to vanish identically if and only if there are at least `2K + 1`
points. -/
theorem vanishing_forces_zero_iff (K : ℕ) (S : Finset ℝ)
    (hS : (S : Set ℝ) ⊆ Set.Ico 0 (2 * π)) :
    (∀ c : ℤ → ℂ, (∀ s ∈ S, trigPoly K c s = 0) → ∀ t, trigPoly K c t = 0) ↔
      2 * K + 1 ≤ S.card := by
  constructor
  · intro h
    by_contra hlt
    obtain ⟨c, hc, t, ht⟩ := exists_nonzero_vanishing K S hS (by omega)
    exact ht (h c hc t)
  · intro hcard c hc t
    refine Finset.sum_eq_zero (fun m hm => ?_)
    rw [coeff_eq_zero_of_vanishing K c S hS hcard hc m hm, zero_mul]
```

The last theorem treats exactly \(2K\) points. `hlin` expresses \(f - A\sigma_S\) as a trigonometric polynomial with coefficients \(c_m - A d_m\), where \(d_m\) are those of the sine product. The equivalence is then applied to `insert u S`, the set enlarged by the matching point. The theorem states that \(f\) is a multiple of \(\sigma_S\); the converse, that every multiple vanishes on \(S\), is immediate from the zeros of the sine product.

```lean
/-- A trigonometric polynomial with frequencies in `[-K, K]` that vanishes at `2K` distinct
points of `[0, 2π)` is a constant multiple of their sine product. -/
theorem eq_const_mul_sineProduct (K : ℕ) (c : ℤ → ℂ) (S : Finset ℝ)
    (hS : (S : Set ℝ) ⊆ Set.Ico 0 (2 * π)) (hcard : S.card = 2 * K)
    (hzero : ∀ s ∈ S, trigPoly K c s = 0) :
    ∃ A : ℂ, ∀ t, trigPoly K c t = A * sineProduct S t := by
  obtain ⟨d, hd⟩ := sineProduct_eq_trigPoly K S hcard
  obtain ⟨u, hu, huS⟩ := (Set.Ico_infinite Real.two_pi_pos).exists_notMem_finset S
  have hne : (sineProduct S u : ℂ) ≠ 0 :=
    Complex.ofReal_ne_zero.2 (fun h => huS ((sineProduct_eq_zero_iff S hS hu).1 h))
  -- match the two functions at one further point `u`
  let A : ℂ := trigPoly K c u / sineProduct S u
  have hlin : ∀ t, trigPoly K (fun m => c m - A * d m) t =
      trigPoly K c t - A * sineProduct S t := by
    intro t
    rw [← hd t]
    simp only [trigPoly, sub_mul, Finset.sum_sub_distrib, Finset.mul_sum, mul_assoc]
  have hI : ((insert u S : Finset ℝ) : Set ℝ) ⊆ Set.Ico 0 (2 * π) := by
    intro s hs
    rcases Finset.mem_insert.1 hs with rfl | h
    · exact hu
    · exact hS h
  have hIc : 2 * K + 1 ≤ (insert u S).card := by
    rw [Finset.card_insert_of_notMem huS, hcard]
  refine ⟨A, fun t => sub_eq_zero.1 ?_⟩
  rw [← hlin t]
  refine (vanishing_forces_zero_iff K _ hI).2 hIc _ (fun s hs => ?_) t
  rw [hlin s]
  rcases Finset.mem_insert.1 hs with rfl | h
  · exact sub_eq_zero.2 (div_mul_cancel₀ _ hne).symm
  · rw [hzero s h, (sineProduct_eq_zero_iff S hS (hS h)).2 h, Complex.ofReal_zero,
      mul_zero, sub_zero]

end

end ArbitraryNodeSampling
```

```lean
#print axioms ArbitraryNodeSampling.vanishing_forces_zero_iff
#print axioms ArbitraryNodeSampling.eq_const_mul_sineProduct
```

```
'ArbitraryNodeSampling.vanishing_forces_zero_iff' depends on axioms: [propext, Classical.choice, Quot.sound]
'ArbitraryNodeSampling.eq_const_mul_sineProduct' depends on axioms: [propext, Classical.choice, Quot.sound]
```
